# Brillouin–Wigner iteration converges at any coupling, from every start at or below the reference energy, for one reference state below finitely many mutually uncoupled levels

## How can it converge if the first step doubles the error?

I have a reference state at energy zero, coupled by real $g_i$ to finitely many excited levels at energies $D_i>0$. I'm told that iterating

$$F(E)=-\sum_i \frac{g_i^2}{D_i-E}$$

from any $E\le 0$ converges to the ground-state energy, however strong the coupling. But with one level, $D=1$ and $g^2=6$, the answer is $-2$, and starting at $0$ takes me to $-6$. The error has grown from 2 to 4. What stops the iteration from oscillating forever?

## Two steps always shrink the error

$F$ has exactly one fixed point $E_*$ in $(-\infty,0]$, and the iterates converge to it from every $E\le 0$. A single step may enlarge the error, but a large overshoot makes the denominators large, which damps the next step. The excited levels are coupled only to the reference, not to each other, so $E_*$ is the exact ground-state energy of this model.

**One fixed point.** If $E\le 0$, every denominator is positive, so $F(E)\le 0$. For $E,E'\le 0$, subtracting the fractions gives

$$F(E)-F(E')=-(E-E')\,K(E,E'),\qquad K(E,E')=\sum_i\frac{g_i^2}{(D_i-E)(D_i-E')}\ge 0.$$

So $F$ is non-increasing. The continuous function $E-F(E)$ is $-F(0)\ge0$ at $0$, and $F(0)-F(F(0))\le 0$ at $F(0)$, so it vanishes in between. If $x\le y$ are both fixed, then $y=F(y)\le F(x)=x$, so they coincide.

**A bound on one step.** Let $0<d\le D_i$ for all $i$, and write $K=K(E,E_*)$. Since $(d-E)/(D_i-E)\le 1$,

$$K(d-E)\le\sum_i\frac{g_i^2}{D_i-E_*}=-E_*.$$

**Two steps.** Put $y=F(E)$ and $L=K(y,E_*)$. Then $y-E_*=-K(E-E_*)$ and $F(y)-E_*=KL(E-E_*)$. Multiplying the bound on $K$ by $d-E_*>0$ and inserting $y=E_*-K(E-E_*)$ gives

$$-E_*(d-y)\ \ge\ K\left[(d-E)(d-E_*)-E_*(E-E_*)\right]=K\left[E_*^2-dE_*+d^2-dE\right]\ \ge\ K\left[E_*^2-dE_*+d^2\right].$$

Multiply by $L\ge0$ and use the same one-step bound at $y$, $L(d-y)\le -E_*$:

$$KL\le q:=\frac{E_*^2}{E_*^2-dE_*+d^2}<1.$$

After $2n$ steps the error is at most $q^n|E-E_*|$. The odd iterates are even iterates started from $F(E)$, so they converge too.

**The ground-state energy.** For amplitudes $a$ on the reference and $c_i$ on the levels, completing the square and using $F(E_*)=E_*$ gives

$$\sum_i(D_ic_i^2+2ag_ic_i)=E_*\Big(a^2+\sum_i c_i^2\Big)+\sum_i(D_i-E_*)\Big(c_i+\frac{a g_i}{D_i-E_*}\Big)^2.$$

The last sum is non-negative, and it vanishes at $a=1$, $c_i=-g_i/(D_i-E_*)$.

**Your example.** The equation $E(1-E)=-6$ has the roots $-2$ and $3$. The iterates are $0,\,-6,\,-6/7,\,-42/13,\,-78/55,\dots$ With $d=1$, $q=4/7$. The errors after 0, 2 and 4 steps are $2$, $8/7$ and $32/55\approx0.58$; the bounds for the last two are $8/7$ and $32/49\approx0.65$. With $g=\sqrt6$, the normalised ground state is $(\sqrt{3/5},\,-\sqrt{2/5})$.

**A degenerate level can break it.** Positivity of the $D_i$ can't be weakened to $D_i\ge0$. With one level at $D=0$ and $g=1$, $F(E)=1/E$ for $E<0$, and the start $-2$ gives $-2,-1/2,-2,\dots$ forever.

### What the Lean theorems say about the levels

The finite type `ι` labels the excited levels, and `D` and `g` hold their energies and couplings. `bwMap D g` is $F$, with denominators $D_i-E$ where textbooks often write $E-D_i$ and no leading minus sign. `bwSlope` is $K(E,E')$, which is *minus* the difference quotient of $F$. `bwRate d Es` is $q$, a factor for two steps. `energy` is the quadratic form of the Hamiltonian, not divided by the norm.

`brillouinWigner_converges` assumes only `0 < D i` for every level. It gives an `Es ≤ 0` such that a non-positive energy is fixed exactly when it equals `Es`, and the iterates `(bwMap D g)^[n] E` tend to `Es` for every `E ≤ 0`. `fixedPoint_is_ground_energy` says that `Es` times the squared norm never exceeds `energy`, for all real amplitudes, with equality at the state above.

The hypothesis `0 < D i` stands for a reference state lying below every excited level before coupling. A real symmetric Hamiltonian matrix in a finite orthonormal basis takes this form once energies are counted from the reference, the excited block is diagonalised, and the couplings are transformed to its eigenvectors. The hypothesis then says that every eigenvalue of that block lies above the reference energy. The result bears on energy-dependent effective Hamiltonians in electronic structure, for a single reference state and a finite real basis.

```lean
import Mathlib

open Filter Topology

namespace BrillouinWignerIteration

noncomputable section

variable {ι : Type*} [Fintype ι]

/-- The Brillouin-Wigner map `E ↦ -∑ g(i)² / (D(i) - E)` for a reference state at energy zero
coupled by `g` to levels at energies `D`; its domain is the set of `E` different from all `D(i)`. -/
def bwMap (D g : ι → ℝ) (E : ℝ) : ℝ := -∑ i, g i ^ 2 / (D i - E)

/-- The sum `∑ g(i)² / ((D(i) - E) (D(i) - E'))`, for `E` and `E'` different from all `D(i)`. -/
def bwSlope (D g : ι → ℝ) (E E' : ℝ) : ℝ := ∑ i, g i ^ 2 / ((D i - E) * (D i - E'))

/-- The factor `E² / (E² - d E + d²)`, for `d` and `E` not both zero. -/
def bwRate (d E : ℝ) : ℝ := E ^ 2 / (E ^ 2 - d * E + d ^ 2)

/-- The energy expectation (not normalised) of a state with amplitude `a` on the reference state
at energy zero and amplitudes `c` on the levels `D`, coupled to the reference by `g`. -/
def energy (D g : ι → ℝ) (a : ℝ) (c : ι → ℝ) : ℝ :=
  ∑ i, (D i * c i ^ 2 + 2 * a * g i * c i)

/-- For positive excitation energies, the map sends nonpositive energies to nonpositive ones. -/
theorem bwMap_nonpos {D g : ι → ℝ} (hD : ∀ i, 0 < D i) {E : ℝ} (hE : E ≤ 0) :
    bwMap D g E ≤ 0 := by
  unfold bwMap
  refine neg_nonpos.2 (Finset.sum_nonneg fun i _ => ?_)
  exact div_nonneg (sq_nonneg _) (by linarith [hD i])

/-- For positive excitation energies, the outputs at two nonpositive energies differ by minus the
difference of the inputs times `bwSlope`, which is nonnegative. -/
theorem bwMap_sub {D g : ι → ℝ} (hD : ∀ i, 0 < D i) {E E' : ℝ} (hE : E ≤ 0) (hE' : E' ≤ 0) :
    bwMap D g E - bwMap D g E' = -((E - E') * bwSlope D g E E') ∧ 0 ≤ bwSlope D g E E' := by
  constructor
  · have h : ∑ i, g i ^ 2 / (D i - E) - ∑ i, g i ^ 2 / (D i - E')
        = (E - E') * ∑ i, g i ^ 2 / ((D i - E) * (D i - E')) := by
      rw [← Finset.sum_sub_distrib, Finset.mul_sum]
      refine Finset.sum_congr rfl fun i _ => ?_
      have h1 : D i - E ≠ 0 := by linarith [hD i] |> fun h : 0 < D i - E => h.ne'
      have h2 : D i - E' ≠ 0 := by linarith [hD i] |> fun h : 0 < D i - E' => h.ne'
      rw [div_sub_div _ _ h1 h2, ← mul_div_assoc]
      congr 1
      ring
    unfold bwMap bwSlope
    linarith
  · refine Finset.sum_nonneg fun i _ => div_nonneg (sq_nonneg _) (mul_nonneg ?_ ?_)
    · linarith [hD i]
    · linarith [hD i]

/-- For positive excitation energies, the map has exactly one nonpositive fixed point. -/
theorem existsUnique_fixedPoint {D : ι → ℝ} (g : ι → ℝ) (hD : ∀ i, 0 < D i) :
    ∃! E : ℝ, E ≤ 0 ∧ bwMap D g E = E := by
  have anti : ∀ x y : ℝ, x ≤ y → y ≤ 0 → bwMap D g y ≤ bwMap D g x := by
    intro x y hxy hy
    obtain ⟨h, hK⟩ := bwMap_sub (g := g) hD hy (hxy.trans hy)
    have := mul_nonneg (sub_nonneg.2 hxy) hK
    linarith
  have h0 : bwMap D g 0 ≤ 0 := bwMap_nonpos hD le_rfl
  have hc : ContinuousOn (fun E => -∑ i, g i ^ 2 / (D i - E)) (Set.Iic (0 : ℝ)) := by
    apply ContinuousOn.neg
    apply continuousOn_finsetSum
    intro i _
    apply ContinuousOn.div continuousOn_const (continuousOn_const.sub continuousOn_id)
    intro E hE
    exact (sub_pos.2 (lt_of_le_of_lt hE (hD i))).ne'
  have hc' : ContinuousOn (fun E => E - bwMap D g E) (Set.Icc (bwMap D g 0) 0) :=
    continuousOn_id.sub (hc.mono fun _ hx => hx.2)
  -- the function E - F(E) changes sign between F(0) and 0
  have hz : (0 : ℝ) ∈ Set.Icc (bwMap D g 0 - bwMap D g (bwMap D g 0)) (0 - bwMap D g 0) :=
    ⟨by linarith [anti _ _ h0 le_rfl], by linarith⟩
  obtain ⟨E, hE, hEz⟩ := intermediate_value_Icc h0 hc' hz
  have hfix : bwMap D g E = E := by
    have : E - bwMap D g E = 0 := hEz
    linarith
  refine ⟨E, ⟨hE.2, hfix⟩, ?_⟩
  rintro y ⟨hy, hyf⟩
  rcases le_total y E with h | h
  · linarith [anti _ _ h hE.2]
  · linarith [anti _ _ h hy]

/-- If all excitation energies are at least `d > 0` and `Es ≤ 0` is a fixed point, then
`bwSlope` between `E ≤ 0` and `Es`, times `d - E`, is at most `-Es`. -/
theorem bwSlope_mul_le {D g : ι → ℝ} {d E Es : ℝ} (hd : 0 < d) (hD : ∀ i, d ≤ D i)
    (hE : E ≤ 0) (hEs : Es ≤ 0) (hfix : bwMap D g Es = Es) :
    bwSlope D g E Es * (d - E) ≤ -Es := by
  have h : bwSlope D g E Es * (d - E) ≤ ∑ i, g i ^ 2 / (D i - Es) := by
    unfold bwSlope
    rw [Finset.sum_mul]
    refine Finset.sum_le_sum fun i _ => ?_
    have h1 : 0 < D i - E := by linarith [hD i]
    have h2 : 0 < D i - Es := by linarith [hD i]
    have h3 : g i ^ 2 / (D i - Es) = g i ^ 2 / ((D i - E) * (D i - Es)) * (D i - E) := by
      field_simp
    rw [h3]
    exact mul_le_mul_of_nonneg_left (by linarith [hD i]) (by positivity)
  unfold bwMap at hfix
  linarith

/-- If all excitation energies are at least `d > 0`, two steps from any `E ≤ 0` reduce the distance
to a fixed point `Es ≤ 0` at least by the factor `Es² / (Es² - d Es + d²)`. -/
theorem two_step_contraction {D g : ι → ℝ} {d E Es : ℝ} (hd : 0 < d) (hD : ∀ i, d ≤ D i)
    (hE : E ≤ 0) (hEs : Es ≤ 0) (hfix : bwMap D g Es = Es) :
    |bwMap D g (bwMap D g E) - Es| ≤ bwRate d Es * |E - Es| := by
  have hD' : ∀ i, 0 < D i := fun i => hd.trans_le (hD i)
  have hy : bwMap D g E ≤ 0 := bwMap_nonpos hD' hE
  obtain ⟨e1, hK⟩ := bwMap_sub (g := g) hD' hE hEs
  obtain ⟨e2, hL⟩ := bwMap_sub (g := g) hD' hy hEs
  have bK := bwSlope_mul_le hd hD hE hEs hfix
  have bL := bwSlope_mul_le hd hD hy hEs hfix
  rw [hfix] at e1 e2
  generalize bwSlope D g (bwMap D g E) Es = L at *
  generalize bwSlope D g E Es = K at *
  generalize bwMap D g E = y at *
  have e3 : bwMap D g y - Es = K * L * (E - Es) := by
    linear_combination e2 - L * e1
  -- the overshoot of the first step damps the second one
  have h1 : K * (Es ^ 2 - d * Es + d ^ 2) ≤ -Es * (d - y) := by
    have hy' : y = Es - (E - Es) * K := by linarith
    have p1 := mul_le_mul_of_nonneg_right bK (by linarith : 0 ≤ d - Es)
    have p2 : 0 ≤ K * (-E * d) := mul_nonneg hK (mul_nonneg (by linarith) hd.le)
    rw [hy']
    nlinarith [p1, p2]
  have h2 : K * L ≤ bwRate d Es := by
    unfold bwRate
    rw [le_div_iff₀ (by nlinarith [mul_nonneg hd.le (neg_nonneg.2 hEs), sq_nonneg Es, pow_pos hd 2])]
    have p1 := mul_le_mul_of_nonneg_left h1 hL
    have p2 := mul_le_mul_of_nonneg_left bL (neg_nonneg.2 hEs)
    nlinarith [p1, p2]
  rw [e3, abs_mul, abs_of_nonneg (mul_nonneg hK hL)]
  exact mul_le_mul_of_nonneg_right h2 (abs_nonneg _)

/-- If all excitation energies are at least `d > 0`, the error after `2n` steps from any `E ≤ 0`
is at most the initial error times the `n`-th power of `Es² / (Es² - d Es + d²)`, where `Es ≤ 0`
is a fixed point. -/
theorem even_iterate_error {D g : ι → ℝ} {d Es : ℝ} (hd : 0 < d) (hD : ∀ i, d ≤ D i)
    (hEs : Es ≤ 0) (hfix : bwMap D g Es = Es) (n : ℕ) {E : ℝ} (hE : E ≤ 0) :
    |(bwMap D g)^[2 * n] E - Es| ≤ bwRate d Es ^ n * |E - Es| := by
  have hD' : ∀ i, 0 < D i := fun i => hd.trans_le (hD i)
  have hq : 0 ≤ bwRate d Es :=
    div_nonneg (sq_nonneg _) (by nlinarith [mul_nonneg hd.le (neg_nonneg.2 hEs)])
  induction n generalizing E with
  | zero => simp
  | succ n ih =>
    have h := ih (bwMap_nonpos (g := g) hD' (bwMap_nonpos (g := g) hD' hE))
    have h2 := mul_le_mul_of_nonneg_left (two_step_contraction hd hD hE hEs hfix) (pow_nonneg hq n)
    rw [show 2 * (n + 1) = 2 * n + 2 by ring, Function.iterate_add_apply]
    calc _ ≤ _ := h
      _ ≤ _ := h2
      _ = _ := by ring

/-- For positive excitation energies and any real couplings, the Brillouin-Wigner map has exactly
one fixed point `Es ≤ 0`, and its iterates converge to `Es` from every start `E ≤ 0`. -/
theorem brillouinWigner_converges {D : ι → ℝ} (g : ι → ℝ) (hD : ∀ i, 0 < D i) :
    ∃ Es ≤ 0, (∀ E ≤ 0, bwMap D g E = E ↔ E = Es) ∧
      ∀ E ≤ 0, Tendsto (fun n => (bwMap D g)^[n] E) atTop (𝓝 Es) := by
  obtain ⟨Es, ⟨hEs, hfix⟩, huniq⟩ := existsUnique_fixedPoint g hD
  refine ⟨Es, hEs, fun E hE => ⟨fun h => huniq E ⟨hE, h⟩, fun h => h ▸ hfix⟩, ?_⟩
  obtain ⟨d, hd, hdD⟩ : ∃ d : ℝ, 0 < d ∧ ∀ i, d ≤ D i := by
    rcases isEmpty_or_nonempty ι with h | h
    · exact ⟨1, one_pos, fun i => h.elim i⟩
    · obtain ⟨j, hj⟩ := Finite.exists_min D
      exact ⟨D j, hD j, hj⟩
  have hpos : 0 < Es ^ 2 - d * Es + d ^ 2 := by
    nlinarith [mul_nonneg hd.le (neg_nonneg.2 hEs), sq_nonneg Es, pow_pos hd 2]
  have hq0 : 0 ≤ bwRate d Es := div_nonneg (sq_nonneg _) hpos.le
  have hq1 : bwRate d Es < 1 := by
    unfold bwRate
    rw [div_lt_one hpos]
    nlinarith [mul_nonneg hd.le (neg_nonneg.2 hEs), pow_pos hd 2]
  have even : ∀ E ≤ 0, Tendsto (fun n => (bwMap D g)^[2 * n] E) atTop (𝓝 Es) := by
    intro E hE
    rw [tendsto_iff_dist_tendsto_zero]
    have hlim := (tendsto_pow_atTop_nhds_zero_of_lt_one hq0 hq1).mul_const |E - Es|
    rw [zero_mul] at hlim
    refine squeeze_zero (fun _ => dist_nonneg) (fun n => ?_) hlim
    rw [Real.dist_eq]
    exact even_iterate_error hd hdD hEs hfix n hE
  intro E hE
  -- odd iterates are even iterates started from F(E)
  have h1 := even E hE
  have h2 := even (bwMap D g E) (bwMap_nonpos hD hE)
  rw [Metric.tendsto_atTop] at h1 h2 ⊢
  intro ε hε
  obtain ⟨N, hN⟩ := h1 ε hε
  obtain ⟨M, hM⟩ := h2 ε hε
  refine ⟨2 * (N + M) + 1, fun n hn => ?_⟩
  obtain ⟨m, hm | hm⟩ := Nat.even_or_odd' n
  · rw [hm]
    exact hN m (by omega)
  · rw [hm, Function.iterate_succ_apply]
    exact hM m (by omega)

/-- For positive excitation energies, a fixed point `Es ≤ 0` is the minimum of the energy per
squared norm, attained at amplitude `1` on the reference and `-g(i) / (D(i) - Es)` on the levels. -/
theorem fixedPoint_is_ground_energy {D g : ι → ℝ} (hD : ∀ i, 0 < D i) {Es : ℝ} (hEs : Es ≤ 0)
    (hfix : bwMap D g Es = Es) :
    (∀ (a : ℝ) (c : ι → ℝ), Es * (a ^ 2 + ∑ i, c i ^ 2) ≤ energy D g a c) ∧
      energy D g 1 (fun i => -(g i / (D i - Es)))
        = Es * (1 ^ 2 + ∑ i, (-(g i / (D i - Es))) ^ 2) := by
  have hp : ∀ i, 0 < D i - Es := fun i => by linarith [hD i]
  -- complete the square in every excited amplitude
  have key : ∀ (a : ℝ) (c : ι → ℝ), energy D g a c = Es * (a ^ 2 + ∑ i, c i ^ 2)
      + ∑ i, (D i - Es) * (c i + a * (g i / (D i - Es))) ^ 2 := by
    intro a c
    have h : ∑ i, (D i - Es) * (c i + a * (g i / (D i - Es))) ^ 2
        = energy D g a c - Es * ∑ i, c i ^ 2 + a ^ 2 * ∑ i, g i ^ 2 / (D i - Es) := by
      unfold energy
      rw [Finset.mul_sum, Finset.mul_sum, ← Finset.sum_sub_distrib, ← Finset.sum_add_distrib]
      refine Finset.sum_congr rfl fun i _ => ?_
      have hi := (hp i).ne'
      field_simp
      ring
    unfold bwMap at hfix
    linear_combination a ^ 2 * hfix - h
  constructor
  · intro a c
    rw [key a c]
    have : 0 ≤ ∑ i, (D i - Es) * (c i + a * (g i / (D i - Es))) ^ 2 :=
      Finset.sum_nonneg fun i _ => mul_nonneg (hp i).le (sq_nonneg _)
    linarith
  · rw [key]
    simp

end

end BrillouinWignerIteration
```

```lean
#print axioms BrillouinWignerIteration.brillouinWigner_converges
#print axioms BrillouinWignerIteration.fixedPoint_is_ground_energy
```

```
'BrillouinWignerIteration.brillouinWigner_converges' depends on axioms: [propext, Classical.choice, Quot.sound]
'BrillouinWignerIteration.fixedPoint_is_ground_energy' depends on axioms: [propext, Classical.choice, Quot.sound]
```

### From the inequalities to the Lean proof

`bwMap_nonpos` and `bwMap_sub` give the sign and the difference formula. In `existsUnique_fixedPoint`, `anti` is the monotonicity, and `intermediate_value_Icc` finds the zero of $E-F(E)$ on $[F(0),0]$.

`bwSlope_mul_le` proves the one-step bound term by term. In `two_step_contraction`, `generalize` turns the two slopes and the first iterate into plain numbers $K$, $L$ and $y$. There `e3` is the product formula for the error, `h1` is the overshoot inequality, and `h2` is $KL\le q$; `nlinarith` receives the products formed above.

`even_iterate_error` is an induction on $n$ that applies its hypothesis to the start $F(F(E))$. The convergence theorem takes $d$ to be the smallest $D_i$ (or $1$ if there are no levels), squeezes the even errors to zero, and splits a general $n$ by parity. In the last theorem, `key` is the completed square.
